# An absolutely convergent sum over discrete levels is an integral against counting measure

Let a real number `f n` be attached to each level n = 0, 1, 2, … of a discrete set, for instance that level's contribution to some total. The lemma says that if `f` is summable, which for real numbers is the same as absolutely summable, then `f` is integrable against the counting measure on the natural numbers, and its integral is the sum of the series. No Hamiltonian or state enters, and summability is the only assumption on `f`. The attempt first proves integrability from summability, then rewrites the integral as a series in which each term is weighted by the measure of a single point, and simplifies those weights to one.

This version doesn't compile in Lean 4 with Mathlib:

```lean
import Mathlib

open MeasureTheory Filter

namespace IntegralLevels

noncomputable section

/-- A summable real sequence is integrable against the counting measure, and its integral is the sum
of the series. -/
theorem integral_levels {f : ℕ → ℝ} (hf : Summable f) :
    Integrable f Measure.count ∧ ∫ n, f n ∂Measure.count = ∑' n, f n := by
  have hi : Integrable f Measure.count := integrable_count_iff.mpr (by simpa using hf)
  refine ⟨hi, ?_⟩
  rw [integral_countable' hi]
  simp [measureReal_def]

end

end IntegralLevels
```

Compiling this gives:

```
Main.lean:13:71: error: Type mismatch: After simplification, term
  hf
 has type
  Summable f
but is expected to have type
  Summable fun x => |f x|
Main.lean:15:6: warning: `MeasureTheory.integral_countable'` has been deprecated: Use `MeasureTheory.integral_countable` instead
```

The error is in the proof of integrability. `integrable_count_iff.mpr` asks for the summability of the norms of `f`, not of `f` itself. In `simpa using hf`, simplification turned the norm of a real number into an absolute value, so the goal became `Summable fun x => |f x|`, while `hf` still said `Summable f`. For real sequences the two are equivalent, but they are different propositions, and simplification did not bring them to the same form, hence the type mismatch.

The repair supplies the missing step by name: `summable_norm_iff.mpr hf` turns the summability of `f` into the summability of its norms, which is just what `integrable_count_iff.mpr` needs.

The second message is only a warning that `integral_countable'` is deprecated. Replacing it with `integral_countable`, as Lean advises, is tidying and has no part in curing the error.

Lean accepts the file once it reads:

```diff
@@ -11,7 +11,7 @@
 theorem integral_levels {f : ℕ → ℝ} (hf : Summable f) :
     Integrable f Measure.count ∧ ∫ n, f n ∂Measure.count = ∑' n, f n := by
-  have hi : Integrable f Measure.count := integrable_count_iff.mpr (by simpa using hf)
+  have hi : Integrable f Measure.count := integrable_count_iff.mpr (summable_norm_iff.mpr hf)
   refine ⟨hi, ?_⟩
-  rw [integral_countable' hi]
+  rw [integral_countable hi]
   simp [measureReal_def]
 
```
